# Perturbation sums for a coupled two-level system with positive unperturbed level spacing bracket the lower energy, even when they diverge

The perturbation series enters here as an explicit formula with Catalan numbers $C_0,C_1,C_2,C_3,\ldots=1,1,2,5,\ldots$; it is not derived from Rayleigh–Schrödinger theory. The lower energy also enters as a closed formula, but for nonzero coupling that formula is proved to be the smallest eigenvalue. The model is a real $2\times2$ matrix with unperturbed energies $0$ and $D$ and coupling $v$.

In Lean 4 with Mathlib:

```lean
import Mathlib

open Finset Filter Topology Matrix

namespace TwoLevelEnveloping

noncomputable section

/-- The two-level Hamiltonian with level spacing `D` and coupling `v`. -/
def hamiltonian (D v : ℝ) : Matrix (Fin 2) (Fin 2) ℝ := !![0, v; v, D]
```

This is $H=\begin{pmatrix}0&v\\v&D\end{pmatrix}$. The type `Fin 2` labels the two basis states 0 and 1.

```lean
/-- The closed form `(D - √(D² + 4v²)) / 2` for the lower level. -/
def lowerEnergy (D v : ℝ) : ℝ := (D - √(D ^ 2 + 4 * v ^ 2)) / 2
```

We write $E=\tfrac12\bigl(D-\sqrt{D^2+4v^2}\bigr)$ for `lowerEnergy D v`.

```lean
/-- The magnitude of the energy correction of order `2k + 2` in the coupling, for `D > 0`. -/
def correction (D v : ℝ) (k : ℕ) : ℝ := catalan k * v ^ (2 * k + 2) / D ^ (2 * k + 1)
```

For $D>0$, the magnitude of the correction of order $2k+2$ in $v$ is $a_k=C_k\,v^{2k+2}/D^{2k+1}$, with $k$ starting at 0.

```lean
/-- The sum of the first `n` even-order energy corrections (orders `2` to `2n` in the coupling),
with alternating signs, for `D ≠ 0`. -/
def perturbationSum (D v : ℝ) (n : ℕ) : ℝ :=
  ∑ k ∈ range n, (-1) ^ (k + 1) * correction D v k
```

The $n$-term sum is $P_n=\sum_{k=0}^{n-1}(-1)^{k+1}a_k$, so $P_0=0$ and $P_1=-v^2/D$.

```lean
/-- The scaled remainder after `n` terms of the Catalan series in `z` are removed from `c`,
for `z ≠ 0`. -/
def catalanTail (z c : ℝ) : ℕ → ℝ
  | 0 => c
  | n + 1 => (catalanTail z c n - catalan n) / z
```

For numbers $z\neq0$ and $c$, this defines scaled remainders $T_0=c$ and $T_{n+1}=(T_n-C_n)/z$.

```lean
/-- For nonzero coupling, `lowerEnergy` is the smallest eigenvalue of the Hamiltonian. -/
theorem lowerEnergy_isLeast (D : ℝ) {v : ℝ} (hv : v ≠ 0) :
    IsLeast {E : ℝ | ∃ ψ : Fin 2 → ℝ, ψ ≠ 0 ∧ hamiltonian D v *ᵥ ψ = E • ψ}
      (lowerEnergy D v) := by
  have hmv : ∀ ψ : Fin 2 → ℝ,
      hamiltonian D v *ᵥ ψ = ![v * ψ 1, v * ψ 0 + D * ψ 1] := by
    intro ψ
    ext i
    fin_cases i <;> simp [hamiltonian, Matrix.mulVec, dotProduct, Fin.sum_univ_two]
  constructor
  · have hs := Real.sq_sqrt (show 0 ≤ D ^ 2 + 4 * v ^ 2 by positivity)
    refine ⟨![v, lowerEnergy D v], fun h => hv (by simpa using congrFun h 0), ?_⟩
    rw [hmv]
    ext i
    fin_cases i
    · show v * lowerEnergy D v = lowerEnergy D v * v
      ring
    · show v * v + D * lowerEnergy D v = lowerEnergy D v * lowerEnergy D v
      unfold lowerEnergy
      linear_combination (-1 / 4) * hs
  · rintro E ⟨ψ, hψ, h⟩
    rw [hmv] at h
    have h0 : v * ψ 1 = E * ψ 0 := congrFun h 0
    have h1 : v * ψ 0 + D * ψ 1 = E * ψ 1 := congrFun h 1
    have hp : ψ 1 ≠ 0 := by
      intro hz
      have h2 : ψ 0 = 0 := by
        rw [hz] at h1
        simpa [hv] using h1
      apply hψ
      ext i
      fin_cases i
      · exact h2
      · exact hz
    -- the secular equation
    have hE : E ^ 2 = D * E + v ^ 2 :=
      mul_right_cancel₀ hp (by linear_combination -E * h1 - v * h0)
    have h3 := Real.abs_le_sqrt
      (show (D - 2 * E) ^ 2 ≤ D ^ 2 + 4 * v ^ 2 from le_of_eq (by linear_combination 4 * hE))
    have h4 := le_abs_self (D - 2 * E)
    unfold lowerEnergy
    linarith
```

`IsLeast` says that $E$ belongs to the set of eigenvalues with nonzero eigenvectors and is a lower bound for it. An unnormalised eigenvector is $(v,E)$, because $v^2+DE=E^2$.

Conversely, let $\varepsilon$ be any eigenvalue, with eigenvector $\psi$. If $\psi_1=0$, the second row gives $v\psi_0=0$, hence $\psi=0$, which is excluded. Combining the rows and cancelling $\psi_1$ gives $\varepsilon^2=D\varepsilon+v^2$. Thus $(D-2\varepsilon)^2=D^2+4v^2$, so $D-2\varepsilon\le\sqrt{D^2+4v^2}$ and $\varepsilon\ge E$. The tactic `linear_combination` checks such algebra from the equations it is given.

## Positive remainders

```lean
/-- Each scaled remainder is the next Catalan number plus `z` times the next remainder,
for `z ≠ 0`. -/
theorem catalanTail_step {z : ℝ} (hz : z ≠ 0) (c : ℝ) (n : ℕ) :
    catalanTail z c n = catalan n + z * catalanTail z c (n + 1) := by
  have h : z * ((catalanTail z c n - catalan n) / z) = catalanTail z c n - catalan n := by
    field_simp
  have h' : z * catalanTail z c (n + 1) = catalanTail z c n - catalan n := h
  linarith
```

Rearranging the definition gives $T_n=C_n+zT_{n+1}$.

```lean
/-- If `z ≠ 0` and `c` solves the scaled secular equation `c = 1 + z c²`, the remainders obey
a convolution recursion whose coefficients are `c` and Catalan numbers. -/
theorem catalanTail_convolution {z c : ℝ} (hz : z ≠ 0) (hq : c = 1 + z * c ^ 2) (n : ℕ) :
    catalanTail z c (n + 1) =
      c * catalanTail z c n + ∑ i ∈ range n, (catalan i : ℝ) * catalanTail z c (n - i) := by
  induction n with
  | zero =>
    have h := catalanTail_step hz c 0
    have h0 : catalanTail z c 0 = c := rfl
    rw [h0, catalan_zero, Nat.cast_one] at h
    rw [h0, sum_range_zero]
    apply mul_left_cancel₀ hz
    linear_combination hq - h
  | succ n ih =>
    have hnat : catalan (n + 1) = ∑ i ∈ range (n + 1), catalan i * catalan (n - i) :=
      (catalan_succ' n).trans
        (Finset.Nat.sum_antidiagonal_eq_sum_range_succ (fun i j => catalan i * catalan j) n)
    have hcat : (catalan (n + 1) : ℝ) =
        ∑ i ∈ range (n + 1), (catalan i : ℝ) * (catalan (n - i) : ℝ) := by
      exact_mod_cast hnat
    have hsum : ∑ i ∈ range (n + 1), (catalan i : ℝ) * catalanTail z c (n - i) =
        ∑ i ∈ range (n + 1), (catalan i : ℝ) * (catalan (n - i) : ℝ) +
        z * ∑ i ∈ range (n + 1), (catalan i : ℝ) * catalanTail z c (n + 1 - i) := by
      rw [Finset.mul_sum, ← Finset.sum_add_distrib]
      refine Finset.sum_congr rfl fun i hi => ?_
      have hi' := Finset.mem_range.mp hi
      rw [show n + 1 - i = (n - i) + 1 by omega]
      linear_combination (catalan i : ℝ) * catalanTail_step hz c (n - i)
    have hlast : ∑ i ∈ range (n + 1), (catalan i : ℝ) * catalanTail z c (n - i) =
        ∑ i ∈ range n, (catalan i : ℝ) * catalanTail z c (n - i) + catalan n * c := by
      rw [sum_range_succ, Nat.sub_self]
      rfl
    apply mul_left_cancel₀ hz
    linear_combination ih - catalanTail_step hz c (n + 1) - hcat + hsum - hlast
      + c * catalanTail_step hz c n
```

If $c=1+zc^2$, then
$$T_{n+1}=cT_n+\sum_{i=0}^{n-1}C_iT_{n-i}.$$
For $n=0$, $zT_1=c-1=zc^2$, so $T_1=c^2$. For the induction step, insert $T_j=C_j+zT_{j+1}$ into the right-hand side, using $T_0=c$ and $C_{n+1}=\sum_{i=0}^nC_iC_{n-i}$:
$$\begin{aligned}
T_{n+1}&=cC_n+zcT_{n+1}+\sum_{i=0}^{n-1}C_iT_{n-i}\\
&=zcT_{n+1}+\sum_{i=0}^{n}C_iT_{n-i}\\
&=C_{n+1}+z\Bigl(cT_{n+1}+\sum_{i=0}^{n}C_iT_{n+1-i}\Bigr).
\end{aligned}$$
Since $T_{n+1}-C_{n+1}=zT_{n+2}$, dividing by $z$ gives the next case.

```lean
/-- For `z ≠ 0`, all scaled remainders of a positive solution of `c = 1 + z c²` are positive. -/
theorem catalanTail_pos {z c : ℝ} (hz : z ≠ 0) (hc : 0 < c) (hq : c = 1 + z * c ^ 2)
    (n : ℕ) : 0 < catalanTail z c n := by
  induction n using Nat.strong_induction_on with
  | _ n ih =>
    cases n with
    | zero => exact hc
    | succ m =>
      rw [catalanTail_convolution hz hq]
      have h1 := mul_pos hc (ih m (by omega))
      have h2 : 0 ≤ ∑ i ∈ range m, (catalan i : ℝ) * catalanTail z c (m - i) :=
        Finset.sum_nonneg fun i _ =>
          mul_nonneg (Nat.cast_nonneg _) (ih (m - i) (by omega)).le
      linarith
```

If $c>0$, strong induction makes every $T_n$ positive, even for negative $z$: the recursion contains only products of nonnegative numbers, and $cT_n>0$.

## Bounds at every coupling strength

```lean
lemma correction_eq (D v : ℝ) (n : ℕ) :
    correction D v n = v ^ 2 / D * (catalan n * (v ^ 2 / D ^ 2) ^ n) := by
  unfold correction
  ring
```

With $x=v^2/D^2$, this reads $a_n=(v^2/D)\,C_nx^n$.

```lean
/-- For `D > 0` and `v ≠ 0`, the error of the `n`-term sum has the sign `(-1)ⁿ`. -/
theorem error_sign {D v : ℝ} (hD : 0 < D) (hv : v ≠ 0) (n : ℕ) :
    0 < (-1) ^ n * (perturbationSum D v n - lowerEnergy D v) := by
  have hv2 : 0 < v ^ 2 := by positivity
  have hs := Real.sq_sqrt (show 0 ≤ D ^ 2 + 4 * v ^ 2 by positivity)
  have hlt : D < √(D ^ 2 + 4 * v ^ 2) := (Real.lt_sqrt hD.le).2 (by linarith)
  have hE : lowerEnergy D v < 0 := by
    unfold lowerEnergy
    linarith
  have hq : lowerEnergy D v ^ 2 = D * lowerEnergy D v + v ^ 2 := by
    unfold lowerEnergy
    linear_combination (1 / 4) * hs
  obtain ⟨x, hx⟩ : ∃ x, x = v ^ 2 / D ^ 2 := ⟨_, rfl⟩
  have hx0 : 0 < x := by rw [hx]; positivity
  have hxD : x * D ^ 2 = v ^ 2 := by rw [hx]; field_simp
  -- the scaled energy and its secular equation
  obtain ⟨c, hcv⟩ : ∃ c, v ^ 2 * c = -(D * lowerEnergy D v) :=
    ⟨-(D * lowerEnergy D v) / v ^ 2, by field_simp⟩
  have hc : 0 < c := (mul_pos_iff_of_pos_left hv2).1 (by rw [hcv]; nlinarith)
  have hcE : v ^ 2 / D * c = -lowerEnergy D v := by
    rw [div_mul_eq_mul_div, hcv, div_eq_iff hD.ne']
    ring
  have hcq : c = 1 + (-x) * c ^ 2 := by
    apply mul_left_cancel₀ (show D ^ 2 * v ^ 2 ≠ 0 by positivity)
    linear_combination v ^ 2 * c ^ 2 * hxD
      + (v ^ 2 * c - D * lowerEnergy D v + D ^ 2) * hcv + D ^ 2 * hq
  have hz : -x ≠ 0 := neg_ne_zero.mpr hx0.ne'
  have hT := catalanTail_pos hz hc hcq n
  have hsum : ∀ m : ℕ, c = ∑ k ∈ range m, (catalan k : ℝ) * (-x) ^ k
      + (-x) ^ m * catalanTail (-x) c m := by
    intro m
    induction m with
    | zero => simp [catalanTail]
    | succ m ih =>
      rw [sum_range_succ]
      linear_combination ih + (-x) ^ m * catalanTail_step hz c m
  have hP : perturbationSum D v n =
      -(v ^ 2 / D) * ∑ k ∈ range n, (catalan k : ℝ) * (-x) ^ k := by
    unfold perturbationSum
    rw [Finset.mul_sum]
    refine Finset.sum_congr rfl fun k _ => ?_
    rw [correction_eq, ← hx, neg_pow x k]
    ring
  have hsgn : (-1 : ℝ) ^ n * (-1) ^ n = 1 := by
    rw [← mul_pow]
    norm_num
  have h := hsum n
  rw [neg_pow x n] at h
  have key : (-1) ^ n * (perturbationSum D v n - lowerEnergy D v) =
      v ^ 2 / D * x ^ n * catalanTail (-x) c n := by
    rw [hP]
    linear_combination (-1) ^ n * (v ^ 2 / D) * h - (-1) ^ n * hcE
      + v ^ 2 / D * x ^ n * catalanTail (-x) c n * hsgn
  rw [key]
  positivity
```

Set $c=-DE/v^2$ and $z=-x$. Since $\sqrt{D^2+4v^2}>D$, we have $E<0$ and $c>0$. Substituting $E=-v^2c/D$ into $E^2=DE+v^2$ gives $c=1-xc^2$. Repeated use of the remainder step (`hsum`) yields
$$c=\sum_{k=0}^{n-1}C_k(-x)^k+(-x)^nT_n.$$
Multiplying by $-v^2/D$ gives the identity `key`:
$$(-1)^n(P_n-E)=\frac{v^2}{D}x^nT_n>0.$$

```lean
/-- For every `D > 0` and `v ≠ 0`, sums with an odd number of terms lie below the exact lower
level and sums with an even number of terms lie above it. -/
theorem perturbationSum_brackets {D v : ℝ} (hD : 0 < D) (hv : v ≠ 0) (n : ℕ) :
    (Odd n → perturbationSum D v n < lowerEnergy D v) ∧
    (Even n → lowerEnergy D v < perturbationSum D v n) := by
  have h := error_sign hD hv n
  constructor
  · intro hn
    rw [hn.neg_one_pow] at h
    linarith
  · intro hn
    rw [hn.neg_one_pow] at h
    linarith
```

Odd sums therefore lie below $E$ and even sums above it. For $D=v=1$, $E\approx-0.618$, while $P_1,\ldots,P_4=-1,0,-2,3$: the bounds hold but get worse.

Negative $D$ breaks the lower bound: for $D=-1$, $v=1$, $P_1=1$ exceeds $E\approx-1.618$. At $v=0$, $D=1$, all sums equal $E=0$, so strictness fails.

```lean
lemma perturbationSum_succ (D v : ℝ) (n : ℕ) :
    perturbationSum D v (n + 1) = perturbationSum D v n - (-1) ^ n * correction D v n := by
  unfold perturbationSum
  rw [sum_range_succ]
  ring
```

Adding one term gives $P_{n+1}=P_n-(-1)^na_n$.

```lean
/-- For `D > 0` and `v ≠ 0`, the error of the `n`-term sum is smaller than the first omitted
correction. -/
theorem error_lt_first_omitted {D v : ℝ} (hD : 0 < D) (hv : v ≠ 0) (n : ℕ) :
    |perturbationSum D v n - lowerEnergy D v| < correction D v n := by
  have h0 := error_sign hD hv n
  have h1 := error_sign hD hv (n + 1)
  rw [perturbationSum_succ, pow_succ] at h1
  rcases neg_one_pow_eq_or ℝ n with h | h <;> rw [h] at h0 h1 <;> rw [abs_lt] <;>
    constructor <;> linarith
```

Let $e_n=(-1)^n(P_n-E)$. Then $e_n>0$ and $e_{n+1}=a_n-e_n>0$, so $|P_n-E|=e_n<a_n$.

Take two orthonormal configurations with a real $2\times2$ Hamiltonian matrix, nonzero coupling and two different diagonal energies, and measure energies from the lower diagonal one. If the diagonal part of this matrix is the unperturbed Hamiltonian, successive sums enclose the exact lower energy of that model. Other choices, such as the Møller–Plesset one, generally leave a diagonal part in the perturbation, and the theorems here do not cover them. For $D=1$, $v=0.25$, the sums through fourth and sixth order give $-0.05909<E<-0.05859$.

## Convergence up to and including $2|v|=D$

```lean
lemma catalan_upper (n : ℕ) : (n + 1) * catalan n ≤ 4 ^ n := by
  rw [succ_mul_catalan_eq_centralBinom]
  induction n with
  | zero => simp
  | succ n ih =>
    have h := Nat.succ_mul_centralBinom_succ n
    have h2 : (n + 1) * (n + 1).centralBinom ≤ (n + 1) * 4 ^ (n + 1) := by
      rw [h, pow_succ]
      nlinarith [Nat.mul_le_mul_left (2 * (2 * n + 1)) ih, Nat.zero_le (4 ^ n)]
    exact Nat.le_of_mul_le_mul_left h2 (Nat.succ_pos n)
```

Here $(n+1)C_n=\binom{2n}{n}\le4^n$, by induction on the central binomial coefficient.

```lean
lemma catalan_lower {n : ℕ} (hn : 1 ≤ n) : 4 ^ n ≤ 4 * n ^ 2 * catalan n := by
  have h := Nat.four_pow_le_two_mul_self_mul_centralBinom n hn
  rw [← succ_mul_catalan_eq_centralBinom] at h
  calc 4 ^ n ≤ 2 * n * ((n + 1) * catalan n) := h
    _ ≤ 2 * n * ((n + n) * catalan n) := by gcongr
    _ = 4 * n ^ 2 * catalan n := by ring
```

For $n\ge1$, $4^n\le2n\binom{2n}{n}=2n(n+1)C_n\le4n^2C_n$.

```lean
/-- For `D > 0` and `v ≠ 0`, the corrections tend to zero exactly when `2|v| ≤ D`. -/
theorem correction_tendsto_zero_iff {D v : ℝ} (hD : 0 < D) (hv : v ≠ 0) :
    Tendsto (correction D v) atTop (𝓝 0) ↔ 2 * |v| ≤ D := by
  have ha : 0 < v ^ 2 / D := by positivity
  obtain ⟨x, hx⟩ : ∃ x, x = v ^ 2 / D ^ 2 := ⟨_, rfl⟩
  have hx0 : 0 < x := by rw [hx]; positivity
  have hxD : x * D ^ 2 = v ^ 2 := by rw [hx]; field_simp
  have habs := sq_abs v
  constructor
  · intro h
    by_contra hlt
    rw [not_le] at hlt
    have hr : 1 < 4 * x := by
      have h1 : D ^ 2 < 4 * v ^ 2 := by nlinarith [abs_nonneg v]
      by_contra h2
      nlinarith [sq_nonneg D]
    -- exponential growth beats the quadratic factor
    have hprod := (tendsto_pow_const_div_const_pow_of_one_lt 2 hr).mul h
    have hge : v ^ 2 / D * (1 / 4) ≤ 0 * 0 := by
      refine ge_of_tendsto hprod ?_
      filter_upwards [eventually_ge_atTop 1] with n hn
      have hl : (4 : ℝ) ^ n ≤ 4 * (n : ℝ) ^ 2 * catalan n := by
        exact_mod_cast catalan_lower hn
      have hb : (1 / 4 : ℝ) ≤ (n : ℝ) ^ 2 * catalan n / 4 ^ n := by
        rw [le_div_iff₀ (by positivity)]
        linarith
      have he : (n : ℝ) ^ 2 / (4 * x) ^ n * correction D v n =
          v ^ 2 / D * ((n : ℝ) ^ 2 * catalan n / 4 ^ n) := by
        rw [correction_eq, ← hx, mul_pow]
        field_simp
      rw [he]
      exact mul_le_mul_of_nonneg_left hb ha.le
    linarith
  · intro h
    have hr : 4 * x ≤ 1 := by
      have h1 : 4 * v ^ 2 ≤ D ^ 2 := by nlinarith [abs_nonneg v]
      have h2 : 0 < D ^ 2 := by positivity
      by_contra h3
      nlinarith
    have hg : Tendsto (fun n : ℕ => v ^ 2 / D * (1 / ((n : ℝ) + 1))) atTop (𝓝 0) := by
      simpa using (tendsto_one_div_add_atTop_nhds_zero_nat (𝕜 := ℝ)).const_mul (v ^ 2 / D)
    refine squeeze_zero (fun n => ?_) (fun n => ?_) hg
    · rw [correction_eq]
      positivity
    · rw [correction_eq, ← hx]
      refine mul_le_mul_of_nonneg_left ?_ ha.le
      rw [le_div_iff₀ (by positivity)]
      have hu : ((n : ℝ) + 1) * catalan n ≤ 4 ^ n := by exact_mod_cast catalan_upper n
      calc (catalan n : ℝ) * x ^ n * ((n : ℝ) + 1)
          = ((n : ℝ) + 1) * catalan n * x ^ n := by ring
        _ ≤ 4 ^ n * x ^ n := mul_le_mul_of_nonneg_right hu (by positivity)
        _ = (4 * x) ^ n := by rw [mul_pow]
        _ ≤ 1 := pow_le_one₀ (by positivity) hr
```

`Tendsto … atTop (𝓝 0)` means convergence to zero as $n\to\infty$. If $2|v|\le D$, then $4x\le1$ and
$$0\le a_n\le\frac{v^2}{D}\frac{(4x)^n}{n+1}\le\frac{v^2}{D(n+1)}\to0.$$
If $2|v|>D$, then $4x>1$ and $n^2/(4x)^n\to0$. But for $n\ge1$
$$\frac{n^2}{(4x)^n}a_n=\frac{v^2}{D}\frac{n^2C_n}{4^n}\ge\frac{v^2}{4D},$$
so $a_n$ cannot tend to zero.

```lean
/-- For `D > 0` and `v ≠ 0`, the perturbation sums converge exactly when `2|v| ≤ D`. -/
theorem perturbationSum_converges_iff {D v : ℝ} (hD : 0 < D) (hv : v ≠ 0) :
    (∃ L, Tendsto (perturbationSum D v) atTop (𝓝 L)) ↔ 2 * |v| ≤ D := by
  rw [← correction_tendsto_zero_iff hD hv]
  constructor
  · rintro ⟨L, hL⟩
    -- consecutive sums differ by one correction
    have h2 : Tendsto (fun n => |perturbationSum D v (n + 1) - perturbationSum D v n|)
        atTop (𝓝 0) := by
      simpa using ((hL.comp (tendsto_add_atTop_nat 1)).sub hL).abs
    refine h2.congr fun n => ?_
    have hc : 0 ≤ correction D v n := by
      rw [correction_eq]
      positivity
    rw [perturbationSum_succ, sub_sub_cancel_left, abs_neg, abs_mul, abs_pow, abs_neg,
      abs_one, one_pow, one_mul, abs_of_nonneg hc]
  · intro h
    refine ⟨lowerEnergy D v, tendsto_iff_norm_sub_tendsto_zero.2 ?_⟩
    exact squeeze_zero (fun n => norm_nonneg _)
      (fun n => (error_lt_first_omitted hD hv n).le) h

end

end TwoLevelEnveloping
```

If the sums converge to some $L$, their successive differences, of size $a_n$, tend to zero, which forces $2|v|\le D$. Conversely, under that condition $|P_n-E|<a_n\to0$, so the proof supplies $L=E$.

```lean
#print axioms TwoLevelEnveloping.lowerEnergy_isLeast
-- 'TwoLevelEnveloping.lowerEnergy_isLeast' depends on axioms: [propext, Classical.choice, Quot.sound]
#print axioms TwoLevelEnveloping.perturbationSum_brackets
-- 'TwoLevelEnveloping.perturbationSum_brackets' depends on axioms: [propext, Classical.choice, Quot.sound]
#print axioms TwoLevelEnveloping.perturbationSum_converges_iff
-- 'TwoLevelEnveloping.perturbationSum_converges_iff' depends on axioms: [propext, Classical.choice, Quot.sound]
```
